# Positivity and trace of the pair matrix alone give too low an energy for N ≥ 3 independent electrons unless their lowest N levels coincide

Take $M$ spin orbitals numbered $0,\dots,M-1$, with energies $e_0\le e_1\le\dots$, occupied by $N$ electrons that do not interact. With $n_i$ the occupation operator of orbital $i$, the Hamiltonian is $H=\sum_i e_i n_i$. The pair matrix $D$ of a state is its two-electron reduced density matrix, with rows and columns labelled by pairs $i<j$. It is positive semidefinite. Its diagonal entries are $D_{ij,ij}=\langle n_i n_j\rangle$, so its trace is the number of electron pairs, $N(N-1)/2$.

In Lean 4 with Mathlib:

```lean
import Mathlib

open Finset
open scoped ComplexOrder

namespace PairRelaxation

noncomputable section
```

These lines load Mathlib and open some namespaces. `ComplexOrder` gives meaning to $0\le z$ for complex $z$: the imaginary part vanishes and the real part is nonnegative.

## Pairs, trial matrices and states

```lean
/-- The pairs `i < j` of spin orbitals chosen from the orbitals `0, ..., M - 1`. -/
def pairs (M : ℕ) : Finset (ℕ × ℕ) :=
  (range M ×ˢ range M).filter (fun p => p.1 < p.2)
```

`range M` is $\{0,\dots,M-1\}$, and the filter keeps the pairs with $i<j$. Below, an index `p : pairs M` is a pair together with the proof that it belongs to this set; `p.1.1` is $i$ and `p.1.2` is $j$.

```lean
/-- The reduced Hamiltonian of independent electrons, for `N ≥ 2`: it is diagonal on pairs,
with entries `(e i + e j) / (N - 1)`. -/
def reducedHam (e : ℕ → ℝ) (N M : ℕ) : Matrix (pairs M) (pairs M) ℂ :=
  Matrix.diagonal fun p => (((e p.1.1 + e p.1.2) / ((N : ℝ) - 1) : ℝ) : ℂ)
```

This is the diagonal matrix $K$ with entries $K_{ij,ij}=(e_i+e_j)/(N-1)$. The denominator corrects for counting each electron in $N-1$ pairs. In an $N$-electron state, $n_i^2=n_i$ gives $\sum_{j\ne i}n_in_j=n_i(N-n_i)=(N-1)n_i$, hence

$$\sum_{i<j}\frac{e_i+e_j}{N-1}\,\langle n_in_j\rangle=\sum_i e_i\langle n_i\rangle=\langle H\rangle .$$

So $\mathrm{Tr}(KD)$ is the correct energy whenever $D$ comes from a state. This link is argued here by hand; the file sets up the pair problem and the state problem separately and compares their minima.

```lean
/-- The energy `Tr (K D)` (its real part) of a pair matrix `D`, for `N ≥ 2`. -/
def pairEnergy (e : ℕ → ℝ) (N : ℕ) {M : ℕ} (D : Matrix (pairs M) (pairs M) ℂ) : ℝ :=
  (reducedHam e N M * D).trace.re
```

The pair energy is $\mathrm{Re}\,\mathrm{Tr}(KD)$. Taking the real part makes it a real number for every complex matrix $D$; for Hermitian $D$ it discards nothing.

```lean
/-- A trial pair matrix: positive semidefinite, with trace the number `N (N - 1) / 2`
of electron pairs. -/
def IsTrial (N : ℕ) {M : ℕ} (D : Matrix (pairs M) (pairs M) ℂ) : Prop :=
  D.PosSemidef ∧ D.trace = (((N : ℝ) * ((N : ℝ) - 1) / 2 : ℝ) : ℂ)
```

A trial matrix satisfies two conditions only: it is positive semidefinite (which in Mathlib includes Hermitian), and its trace is $N(N-1)/2$. Nothing requires it to come from an $N$-electron state.

```lean
/-- The expectation value of the one-electron Hamiltonian with levels `e` in the `N`-electron state
with amplitude `c S` on the determinant `S`, for normalised amplitudes. -/
def stateEnergy (e : ℕ → ℝ) (N M : ℕ) (c : Finset ℕ → ℂ) : ℝ :=
  ∑ S ∈ powersetCard N (range M), ‖c S‖ ^ 2 * ∑ i ∈ S, e i
```

`powersetCard N (range M)` lists the $N$-element sets $S$ of orbitals, that is, the determinants. A normalised state has amplitudes $c_S$ with $\sum_S|c_S|^2=1$, and its energy is $\sum_S|c_S|^2\sum_{i\in S}e_i$. There are no cross terms because $H$ is diagonal in determinants.

## The minimum over trial matrices

```lean
/-- The pair energy is the sum of the diagonal entries of `K`, each multiplied by the real part of
the corresponding diagonal entry of `D`. -/
theorem pairEnergy_eq (e : ℕ → ℝ) (N : ℕ) {M : ℕ} (D : Matrix (pairs M) (pairs M) ℂ) :
    pairEnergy e N D =
      ∑ p : pairs M, (e p.1.1 + e p.1.2) / ((N : ℝ) - 1) * (D p p).re := by
  simp only [pairEnergy, reducedHam, Matrix.trace, Matrix.diag_apply, Matrix.diagonal_mul,
    Complex.re_sum, Complex.re_ofReal_mul]
```

Since $K$ is diagonal, only the diagonal of $D$ enters:

$$\mathrm{Re}\,\mathrm{Tr}(KD)=\sum_{i<j}\frac{e_i+e_j}{N-1}\,\mathrm{Re}\,D_{ij,ij}.$$

The proof unfolds the definitions and simplifies.

```lean
/-- For sorted levels and `N, M ≥ 2`, the lowest energy of a trial pair matrix is
`N (e 0 + e 1) / 2`. -/
theorem relaxed_minimum {e : ℕ → ℝ} (he : Monotone e) {N M : ℕ} (hN : 2 ≤ N) (hM : 2 ≤ M) :
    IsLeast {E | ∃ D : Matrix (pairs M) (pairs M) ℂ, IsTrial N D ∧ pairEnergy e N D = E}
      (N * (e 0 + e 1) / 2) := by
  have hN' : (2 : ℝ) ≤ N := by exact_mod_cast hN
  have hpos : 0 < (N : ℝ) - 1 := by linarith
  have hne := hpos.ne'
  constructor
  · -- put all the weight on the lowest pair
    have hp : ((0, 1) : ℕ × ℕ) ∈ pairs M := by
      simp only [pairs, mem_filter, mem_product, mem_range]
      omega
    let w : ℝ := (N : ℝ) * ((N : ℝ) - 1) / 2
    have hw : 0 ≤ w := by
      have := mul_nonneg (Nat.cast_nonneg (α := ℝ) N) hpos.le
      simp only [w]
      linarith
    refine ⟨Matrix.diagonal fun p => if p = ⟨(0, 1), hp⟩ then (w : ℂ) else 0, ⟨?_, ?_⟩, ?_⟩
    · refine Matrix.posSemidef_diagonal_iff.2 fun p => ?_
      split_ifs
      · exact_mod_cast hw
      · exact le_rfl
    · rw [Matrix.trace_diagonal, sum_ite_eq', if_pos (mem_univ _)]
    · rw [pairEnergy_eq, sum_eq_single (⟨(0, 1), hp⟩ : pairs M)
        (fun p _ h => by simp [h]) (fun h => absurd (mem_univ _) h)]
      rw [Matrix.diagonal_apply_eq, if_pos rfl, Complex.ofReal_re]
      simp only [w]
      field_simp
  · rintro E ⟨D, ⟨hD, ht⟩, rfl⟩
    have htr : ∑ p : pairs M, (D p p).re = (N : ℝ) * ((N : ℝ) - 1) / 2 := by
      have h := congrArg Complex.re ht
      simpa only [Matrix.trace, Matrix.diag_apply, Complex.re_sum, Complex.ofReal_re] using h
    rw [pairEnergy_eq]
    calc (N : ℝ) * (e 0 + e 1) / 2
        = ∑ p : pairs M, (e 0 + e 1) / ((N : ℝ) - 1) * (D p p).re := by
          rw [← mul_sum, htr]
          field_simp
      _ ≤ _ := by
          refine sum_le_sum fun p _ => ?_
          have hlt : p.1.1 < p.1.2 := (mem_filter.1 p.2).2
          have h0 := he (Nat.zero_le p.1.1)
          have h1 : e 1 ≤ e p.1.2 := he (by omega)
          have hd : 0 ≤ (D p p).re := (Complex.le_def.1 hD.diag_nonneg).1
          exact mul_le_mul_of_nonneg_right
            ((div_le_div_iff_of_pos_right hpos).2 (by linarith)) hd
```

`Monotone e` says that the levels are sorted. `IsLeast A x` says that $x$ belongs to the set $A$ and is a lower bound for it, so the minimum is attained. Here $A$ is the set of energies of trial matrices.

For the lower bound, $i<j$ implies $i\ge0$ and $j\ge1$, so $e_i+e_j\ge e_0+e_1$. The diagonal entries of a positive semidefinite matrix are nonnegative. Therefore

$$\mathrm{Tr}(KD)\ \ge\ \frac{e_0+e_1}{N-1}\sum_{i<j}D_{ij,ij}=\frac{e_0+e_1}{N-1}\cdot\frac{N(N-1)}2=\frac{N(e_0+e_1)}2 .$$

The `calc` block is this chain, with `hd` supplying the nonnegativity and `htr` the trace.

Equality holds when all the weight $w=N(N-1)/2$ sits on the pair $(0,1)$, which is the matrix built in the first half of the proof. For $N\ge3$ this means $\langle n_0n_1\rangle=w\ge3$, whereas no fermionic state can exceed 1.

## The minimum over states

```lean
/-- For sorted levels, no choice of `N` distinct orbitals has a lower total energy than the
first `N`. -/
theorem aufbau {e : ℕ → ℝ} (he : Monotone e) (N : ℕ) :
    ∀ S : Finset ℕ, S.card = N → ∑ i ∈ range N, e i ≤ ∑ i ∈ S, e i := by
  induction N with
  | zero =>
    intro S hS
    simp [card_eq_zero.1 hS]
  | succ n ih =>
    intro S hS
    have hne : S.Nonempty := card_pos.1 (by omega)
    have hm := S.max'_mem hne
    -- the highest occupied orbital has index at least n
    have hsub : S ⊆ range (S.max' hne + 1) := fun i hi =>
      mem_range.2 (Nat.lt_succ_of_le (S.le_max' i hi))
    have hcard := card_le_card hsub
    rw [card_range, hS] at hcard
    have h1 := ih (S.erase (S.max' hne)) (by have := card_erase_of_mem hm; omega)
    have h2 : e n ≤ e (S.max' hne) := he (by omega)
    rw [sum_range_succ, ← sum_erase_add S e hm]
    linarith
```

The lowest $N$ orbitals have the smallest total energy among all choices of $N$ distinct orbitals. The proof is by induction on $N$, and for no orbitals both sums are zero. Let $S$ have $n+1$ elements, the largest being $m$. Since $S\subseteq\{0,\dots,m\}$, we have $m\ge n$ and so $e_n\le e_m$. The induction hypothesis covers $S$ without $m$. Adding the two inequalities gives

$$\sum_{i=0}^{n}e_i\le\sum_{i\in S}e_i .$$

```lean
/-- For sorted levels and `N ≤ M`, the lowest energy of a normalised `N`-electron state is the
sum of the first `N` levels. -/
theorem exact_minimum {e : ℕ → ℝ} (he : Monotone e) {N M : ℕ} (hNM : N ≤ M) :
    IsLeast {E | ∃ c : Finset ℕ → ℂ, ∑ S ∈ powersetCard N (range M), ‖c S‖ ^ 2 = 1 ∧
      stateEnergy e N M c = E} (∑ i ∈ range N, e i) := by
  constructor
  · have hmem : range N ∈ powersetCard N (range M) :=
      mem_powersetCard.2
        ⟨fun i hi => mem_range.2 ((mem_range.1 hi).trans_le hNM), card_range N⟩
    refine ⟨fun S => if S = range N then 1 else 0, ?_, ?_⟩
    · rw [sum_eq_single (range N) (fun S _ h => by simp [h]) (fun h => absurd hmem h)]
      simp
    · rw [stateEnergy, sum_eq_single (range N) (fun S _ h => by simp [h])
        (fun h => absurd hmem h)]
      simp
  · rintro E ⟨c, hc, rfl⟩
    calc ∑ i ∈ range N, e i
        = ∑ S ∈ powersetCard N (range M), ‖c S‖ ^ 2 * ∑ i ∈ range N, e i := by
          rw [← sum_mul, hc, one_mul]
      _ ≤ _ := sum_le_sum fun S hS => mul_le_mul_of_nonneg_left
          (aufbau he N S (mem_powersetCard.1 hS).2) (sq_nonneg _)
```

For normalised amplitudes the energy is a weighted average of determinant energies, each at least $E_0=\sum_{i=0}^{N-1}e_i$. Hence

$$\sum_S|c_S|^2\sum_{i\in S}e_i\ \ge\ E_0\sum_S|c_S|^2=E_0 .$$

The determinant of the lowest $N$ orbitals attains $E_0$; it exists because $N\le M$.

## When the two minima differ

```lean
/-- For sorted levels and `N ≥ 3`, the value `N (e 0 + e 1) / 2` lies strictly below the sum
of the first `N` levels exactly when the `N`-th level lies above the first. -/
theorem gap_iff {e : ℕ → ℝ} (he : Monotone e) {N : ℕ} (hN : 3 ≤ N) :
    N * (e 0 + e 1) / 2 < ∑ i ∈ range N, e i ↔ e 0 < e (N - 1) := by
  constructor
  · intro h
    by_contra hcon
    have hle := not_lt.1 hcon
    have h1 := he (Nat.zero_le 1)
    -- all occupied levels coincide, so there is no gap
    have hs : ∑ i ∈ range N, e i ≤ ∑ _i ∈ range N, e 0 := sum_le_sum fun i hi =>
      (he (by have := mem_range.1 hi; omega)).trans hle
    rw [sum_const, card_range, nsmul_eq_mul] at hs
    have h2 := mul_le_mul_of_nonneg_left h1 (Nat.cast_nonneg (α := ℝ) N)
    linarith
  · intro h
    obtain ⟨n, rfl⟩ := Nat.exists_eq_add_of_le' hN
    have hlast : e 0 < e (n + 2) := h
    have h1 : ∀ k, e 1 ≤ e (k + 2) := fun k => he (by omega)
    have h0 : ∀ k, e 0 ≤ e (k + 2) := fun k => he (Nat.zero_le _)
    have hb : ∀ k : ℕ, ((k : ℝ) + 2) * (e 0 + e 1) / 2 ≤ ∑ i ∈ range (k + 2), e i := by
      intro k
      induction k with
      | zero =>
        have h2 : ∑ i ∈ range (0 + 2), e i = e 0 + e 1 := by simp [sum_range_succ]
        rw [h2]
        push_cast
        linarith
      | succ k ih =>
        rw [show k + 1 + 2 = (k + 2) + 1 by omega, sum_range_succ]
        push_cast
        linarith [h0 k, h1 k]
    rw [show n + 3 = (n + 2) + 1 by omega, sum_range_succ]
    push_cast
    linarith [hb n, h1 n]
```

The claim is that $N(e_0+e_1)/2<E_0$ holds exactly when $e_0<e_{N-1}$.

Suppose first that $e_{N-1}\le e_0$. Then all $N$ levels equal $e_0$, so $E_0=Ne_0\le N(e_0+e_1)/2$ and there is no gap. This is the first half of the proof, by contradiction.

Now suppose $e_0<e_{N-1}$, and write $a=(e_0+e_1)/2$. The first two levels sum to $2a$, and every later level is at least $e_1\ge a$. The inner induction `hb` therefore bounds the first $N-1$ levels from below by $(N-1)a$. The last level satisfies $e_{N-1}\ge e_1$ and $e_{N-1}>e_0$, so $e_{N-1}>a$. Adding it gives $E_0>Na$.

Counting from zero invites an error in the statement: the $N$-th level is `e (N - 1)`, and with `e N` in its place the equivalence would be false. For $N=3$ and levels $0,0,0,1$ we have $e_0<e_3$, yet both minima are 0.

```lean
/-- For sorted levels and `3 ≤ N ≤ M`, positivity and trace of the pair matrix alone give the
minimum `N (e 0 + e 1) / 2`, while the exact minimum is the sum of the first `N` levels; the
former is strictly lower exactly when the `N`-th level lies above the first. -/
theorem positivity_and_trace_insufficient {e : ℕ → ℝ} (he : Monotone e) {N M : ℕ}
    (hN : 3 ≤ N) (hNM : N ≤ M) :
    IsLeast {E | ∃ D : Matrix (pairs M) (pairs M) ℂ, IsTrial N D ∧ pairEnergy e N D = E}
      (N * (e 0 + e 1) / 2) ∧
    IsLeast {E | ∃ c : Finset ℕ → ℂ, ∑ S ∈ powersetCard N (range M), ‖c S‖ ^ 2 = 1 ∧
      stateEnergy e N M c = E} (∑ i ∈ range N, e i) ∧
    (N * (e 0 + e 1) / 2 < ∑ i ∈ range N, e i ↔ e 0 < e (N - 1)) :=
  ⟨relaxed_minimum he (by omega) (by omega), exact_minimum he hNM, gap_iff he hN⟩

end

end PairRelaxation
```

The last theorem collects the three results for $3\le N\le M$. With three electrons in levels $0,0,1$, for example, the trial matrices reach energy 0 while the true ground state has energy 1. For $N=2$ both minima are $e_0+e_1$, which is why the comparison starts at three electrons.

The result bears on variational calculations that use the two-electron reduced density matrix as the unknown: already for non-interacting electrons in finitely many orbitals, requiring only that this matrix be positive semidefinite with the right trace does not give the right energy in general. Further N-representability conditions are needed, that is, conditions met by every matrix that comes from an $N$-electron state.

```lean
#print axioms PairRelaxation.positivity_and_trace_insufficient
```

```
'PairRelaxation.positivity_and_trace_insufficient' depends on axioms: [propext, Classical.choice, Quot.sound]
```
